# The thermal kernel of a free particle on a ring with flux as a sum over windings

A single free particle of mass $m$ moves on a ring of circumference $L$ with real flux phase $\varphi$, at inverse temperature $\beta$, with $\hbar = 1$ and $\beta, m, L > 0$. The sign convention for the flux is that mode $n \in \mathbb{Z}$ has wavenumber $k_n = (2\pi n + \varphi)/L$, so its energy is $E_n = k_n^2/(2m)$ and its plane wave is $\psi_n(x) = e^{ik_n x}$. The thermal kernel is defined as $1/L$ times the sum over $n$ of $e^{-\beta E_n}\psi_n(x)\overline{\psi_n(y)}$, where the factor $1/L$ accounts for the normalisation of the plane waves. The theorem says that this kernel equals $\sum_{w \in \mathbb{Z}} e^{-iw\varphi} K(x - y + wL)$, where $K(d) = \sqrt{m/(2\pi\beta)}\,e^{-md^2/(2\beta)}$ is the imaginary-time kernel of a free particle on the line. The attempt puts the terms of both sums into Gaussian form and joins the two sums by Poisson summation, with `Complex.tsum_exp_neg_quadratic`.

The failing Lean file:

```lean
import Mathlib

open Complex (I)
open scoped Real ComplexConjugate

namespace RingKernelEqWindingSum

noncomputable section

/-- Wavenumber of mode `n` on a ring of circumference `L ≠ 0` with flux phase `φ`. -/
def wavenumber (L φ : ℝ) (n : ℤ) : ℝ := (2 * π * n + φ) / L

/-- Kinetic energy of mode `n` for mass `m ≠ 0` and circumference `L ≠ 0`, with `ħ = 1`. -/
def energy (m L φ : ℝ) (n : ℤ) : ℝ := wavenumber L φ n ^ 2 / (2 * m)

/-- The plane wave of mode `n` on a ring of circumference `L ≠ 0`, not normalised. -/
def mode (L φ : ℝ) (n : ℤ) (x : ℝ) : ℂ := Complex.exp (I * wavenumber L φ n * x)

/-- Imaginary-time kernel of a free particle on the line for displacement `d`,
for `β, m > 0`. -/
def freeKernel (β m d : ℝ) : ℝ :=
  √(m / (2 * π * β)) * Real.exp (-(m * d ^ 2 / (2 * β)))

/-- Thermal kernel on the ring as a sum over modes, for `β, m, L > 0`. -/
def ringKernel (β m L φ x y : ℝ) : ℂ :=
  1 / (L : ℂ) * ∑' n : ℤ, (Real.exp (-(β * energy m L φ n)) : ℂ) *
    (mode L φ n x * conj (mode L φ n y))

/-- For positive `β`, `m` and `L`, the thermal kernel on the ring is the sum over winding numbers
of free-particle kernels, each weighted by its flux phase. -/
theorem ringKernel_eq_winding_sum {β m L : ℝ} (hβ : 0 < β) (hm : 0 < m) (hL : 0 < L)
    (φ x y : ℝ) :
    ringKernel β m L φ x y =
      ∑' w : ℤ, Complex.exp (-(I * w * φ)) * (freeKernel β m (x - y + w * L) : ℂ) := by
  have hβc : (β : ℂ) ≠ 0 := by exact_mod_cast hβ.ne'
  have hmc : (m : ℂ) ≠ 0 := by exact_mod_cast hm.ne'
  have hLc : (L : ℂ) ≠ 0 := by exact_mod_cast hL.ne'
  have hpi : (π : ℂ) ≠ 0 := by exact_mod_cast Real.pi_ne_zero
  obtain ⟨A, hA⟩ : ∃ A : ℝ, A = L ^ 2 * (m / (2 * π * β)) := ⟨_, rfl⟩
  have hA0 : 0 < A := by rw [hA]; positivity
  have hAc : (A : ℂ) = L ^ 2 * (m / (2 * π * β)) := by rw [hA]; push_cast; rfl
  obtain ⟨b, hb⟩ : ∃ b : ℂ, b = -(I * φ + m * (x - y) * L / β) / (2 * π) := ⟨_, rfl⟩
  have hIb : I * b = (φ - I * (m * (x - y) * L / β)) / (2 * π) := by
    rw [hb]
    linear_combination (-(φ : ℂ) / (2 * π)) * Complex.I_sq
  have hs : ((√(m / (2 * π * β)) : ℝ) : ℂ) ≠ 0 := by
    exact_mod_cast (Real.sqrt_pos.mpr (by positivity : 0 < m / (2 * π * β))).ne'
  have hroot : (A : ℂ) ^ (1 / 2 : ℂ) = L * ((√(m / (2 * π * β)) : ℝ) : ℂ) := by
    have h1 : √A = L * √(m / (2 * π * β)) := by
      rw [hA, Real.sqrt_mul (sq_nonneg L), Real.sqrt_sq hL.le]
    rw [← Complex.ofReal_mul, ← h1, Real.sqrt_eq_rpow, Complex.ofReal_cpow hA0.le]
    norm_num
  -- complete the square in the winding sum
  have h1 : ∀ w : ℤ, Complex.exp (-(I * w * φ)) * (freeKernel β m (x - y + w * L) : ℂ)
      = ((√(m / (2 * π * β)) : ℝ) : ℂ) * Complex.exp (-(m * (x - y) ^ 2 / (2 * β))) *
        Complex.exp (-π * A * (w : ℂ) ^ 2 + 2 * π * b * w) := by
    intro w
    rw [freeKernel, Complex.ofReal_mul, Complex.ofReal_exp, mul_left_comm, mul_assoc,
      ← Complex.exp_add, ← Complex.exp_add]
    congr 2
    rw [hAc, hb]
    push_cast
    field_simp
    ring
  -- complete the square in the mode sum
  have h2 : ∀ n : ℤ, (Real.exp (-(β * energy m L φ n)) : ℂ) *
      (mode L φ n x * conj (mode L φ n y))
      = Complex.exp (-(m * (x - y) ^ 2 / (2 * β))) *
        Complex.exp (-π / A * (n + I * b) ^ 2) := by
    intro n
    have hc : conj (mode L φ n y) = Complex.exp (-(I * wavenumber L φ n * y)) := by
      rw [mode, ← Complex.exp_conj]
      simp
    rw [hc, mode, Complex.ofReal_exp, ← Complex.exp_add, ← Complex.exp_add, ← Complex.exp_add]
    congr 1
    rw [hIb, hAc, energy, wavenumber]
    push_cast
    linear_combination (norm := (field_simp; ring))
      (m * (x - y) ^ 2 / (2 * β) : ℂ) * Complex.I_sq
  -- Poisson summation exchanges modes and windings
  have hP := Complex.tsum_exp_neg_quadratic (a := (A : ℂ)) (by simpa using hA0) b
  rw [ringKernel, tsum_congr h2, tsum_mul_left, tsum_congr h1, tsum_mul_left, hP, hroot]
  field_simp

end

end RingKernelEqWindingSum
```

Messages:

```
Main.lean:59:25: error: Tactic `rewrite` failed: Did not find an occurrence of the pattern
  Complex.exp ?x * Complex.exp ?y
in the target expression
  ↑√(m / (2 * (π * β))) * Complex.exp (-(I * ↑w * ↑φ) + ↑(-(m * (x - y + ↑w * L) ^ 2 / (2 * β)))) =
    ↑√(m / (2 * (π * β))) * Complex.exp (-(↑m * (↑x - ↑y) ^ 2 / (2 * ↑β))) *
      Complex.exp (-↑π * ↑A * ↑w ^ 2 + 2 * ↑π * b * ↑w)

β m L : ℝ
hβ : 0 < β
hm : 0 < m
hL : 0 < L
φ x y : ℝ
hβc : ↑β ≠ 0
hmc : ↑m ≠ 0
hLc : ↑L ≠ 0
hpi : ↑π ≠ 0
A : ℝ
hA : A = L ^ 2 * (m / (2 * π * β))
hA0 : 0 < A
hAc : ↑A = ↑L ^ 2 * (↑m / (2 * ↑π * ↑β))
b : ℂ
hb : b = -(I * ↑φ + ↑m * (↑x - ↑y) * ↑L / ↑β) / (2 * ↑π)
hIb : I * b = (↑φ - I * (↑m * (↑x - ↑y) * ↑L / ↑β)) / (2 * ↑π)
hs : ↑√(m / (2 * π * β)) ≠ 0
hroot : ↑A ^ (1 / 2) = ↑L * ↑√(m / (2 * π * β))
w : ℤ
⊢ ↑√(m / (2 * (π * β))) * Complex.exp (-(I * ↑w * ↑φ) + ↑(-(m * (x - y + ↑w * L) ^ 2 / (2 * β)))) =
    ↑√(m / (2 * (π * β))) * Complex.exp (-(↑m * (↑x - ↑y) ^ 2 / (2 * ↑β))) *
      Complex.exp (-↑π * ↑A * ↑w ^ 2 + 2 * ↑π * b * ↑w)
```

The error is in `h1`, which rewrites a single winding term. The second `Complex.exp_add` finds no product of two exponentials left to merge. The bare `mul_assoc` was meant to regroup the right-hand side, a square root times two exponentials, so that the exponentials stood together. Its pattern fits any product of the form `a * b * c`, however, and `rw` settled on `2 * π * β` under the square root. The goal in the message shows this as `2 * (π * β)`. The first `Complex.exp_add` then merged the two exponentials on the left, but on the right the first exponential was still grouped with the square root.

The repair gives `mul_assoc` the square root, cast to `ℂ`, as its first factor. The pattern now fits only a product that begins with that factor, so the right-hand side is regrouped and the second `Complex.exp_add` can merge its exponentials. The changed comment is mere tidying: the step expands a square and does not complete one.

The mended proof, as a diff:

```diff
@@ -51,11 +51,11 @@
     rw [← Complex.ofReal_mul, ← h1, Real.sqrt_eq_rpow, Complex.ofReal_cpow hA0.le]
     norm_num
-  -- complete the square in the winding sum
+  -- expand the square in each winding term
   have h1 : ∀ w : ℤ, Complex.exp (-(I * w * φ)) * (freeKernel β m (x - y + w * L) : ℂ)
       = ((√(m / (2 * π * β)) : ℝ) : ℂ) * Complex.exp (-(m * (x - y) ^ 2 / (2 * β))) *
         Complex.exp (-π * A * (w : ℂ) ^ 2 + 2 * π * b * w) := by
     intro w
-    rw [freeKernel, Complex.ofReal_mul, Complex.ofReal_exp, mul_left_comm, mul_assoc,
-      ← Complex.exp_add, ← Complex.exp_add]
+    rw [freeKernel, Complex.ofReal_mul, Complex.ofReal_exp, mul_left_comm,
+      mul_assoc ((√(m / (2 * π * β)) : ℝ) : ℂ), ← Complex.exp_add, ← Complex.exp_add]
     congr 2
     rw [hAc, hb]
```
